# For c > 0 the BET isotherm is convex below saturation exactly when c ≤ 2, and for c > 2 it has one inflection

For c > 0, the BET isotherm

v(x) = c x / ((1 − x)(1 + (c − 1)x))

is convex on 0 ≤ x < 1 if and only if c ≤ 2, and for c > 2 its second derivative has exactly one zero in 0 < x < 1. Here x is the pressure relative to saturation and v is the loading in units of the monolayer capacity. I know the two shapes from plots: a curve that bends upward throughout, and one with a knee. Can the threshold and the single inflection be derived rigorously and checked by machine, with real derivatives and not just a formula called "curvature"?

## One sign change, at x₀ = (b − 1)/b² with b³ = c − 1

Yes. For c > 2 the inflection can also be located: with b the real cube root of c − 1, the curvature is negative below x₀ = (b − 1)/b² and positive above it.

Partial fractions make the derivatives short:

v(x) = 1/(1 − x) − 1/(1 + (c − 1)x)

v′(x) = 1/(1 − x)² + (c − 1)/(1 + (c − 1)x)²

v″(x) = 2/(1 − x)³ − 2(c − 1)²/(1 + (c − 1)x)³

Write P = 1 − x and B = 1 + (c − 1)x. Since B = P + c x, we have B ≥ P > 0 on 0 ≤ x < 1.

**Convexity for 0 < c ≤ 2.** Here (c − 1)² ≤ 1, so the subtracted term is at most 2/B³, which is at most 2/P³. Hence v″ ≥ 0 and v is convex.

**Failure of convexity for c > 2.** Since v(0) = 0, convexity would require v(t) ≤ v(2t)/2 whenever 0 < 2t < 1. Dividing by c t and clearing the positive denominators gives

(1 − 2t)(1 + 2(c − 1)t) ≤ (1 − t)(1 + (c − 1)t)

which simplifies to

c − 2 ≤ 3(c − 1)t.

Take t = (c − 2)/(6(c − 1)), which lies between 0 and 1/6. The right side is then (c − 2)/2, a contradiction.

**The inflection for c > 2.** Put c − 1 = b³, so b > 1. The numerator of v″ is a difference of cubes:

v″(x) = 2(B³ − (b²P)³)/(P³B³)

v″(x) = 2(B − b²P)(B² + b²BP + b⁴P²)/(P³B³)

Its only factor that can change sign is linear in x:

B − b²P = 1 − b² + b²(b + 1)x = b²(b + 1)(x − x₀)

So v″ has the sign of x − x₀. Since b > 1, x₀ is positive. The inequality x₀ ≤ 1/4 is equivalent to (b − 2)² ≥ 0, with equality only at b = 2, that is, c = 9. The zero therefore lies inside the interval.

**The loading there.** At x₀,

P = (b² − b + 1)/b²

B = b² − b + 1

v(x₀) = 1/P − 1/B = (b² − 1)/(b² − b + 1)

This equals 1 exactly when b = 2. For an isotherm that follows the BET equation with c > 2, reading the monolayer capacity off the inflection is therefore exact only at c = 9.

## What the Lean statements say

`bet c x` is the loading v(x), with `c` and `x` real numbers. The constant c is the ratio of the adsorption equilibrium constant of the first layer to that of the later ones; the file takes it as a given positive number and does not derive the isotherm from statistical mechanics. The formula describes unlimited layer growth, and saturation itself, x = 1, is excluded.

The main theorem, `bet_shape`, assumes `0 < c` and has two parts:

- `ConvexOn ℝ (Set.Ico 0 1) (bet c)` says that every chord over 0 ≤ x < 1 lies on or above the curve. This holds if and only if `c ≤ 2`.
- If `2 < c`, there is exactly one `x` in `Set.Ioo (0 : ℝ) 1`, the open interval, with `deriv (deriv (bet c)) x = 0`.

The second derivative is the actual iterated derivative. Lean's `deriv` returns 0 where a function is not differentiable, so it matters that the file also proves differentiability throughout the range.

`affinityRoot c` is b and `inflectionPressure c` is x₀. Three further theorems, all for `2 < c`, give the sign pattern (`curvature_sign`), the bound of one quarter (`inflectionPressure_bounds`) and the loading (`loading_at_inflection`).

```lean
import Mathlib

open Filter Topology

namespace BETCurveShape

noncomputable section

/-- The BET isotherm: loading in units of the monolayer capacity, at relative pressure `x`
and with BET constant `c`. -/
def bet (c x : ℝ) : ℝ := c * x / ((1 - x) * (1 + (c - 1) * x))

/-- Closed form for the slope of the BET isotherm. -/
def betSlope (c x : ℝ) : ℝ := 1 / (1 - x) ^ 2 + (c - 1) / (1 + (c - 1) * x) ^ 2

/-- Closed form for the curvature of the BET isotherm. -/
def betCurvature (c x : ℝ) : ℝ :=
  2 / (1 - x) ^ 3 - 2 * (c - 1) ^ 2 / (1 + (c - 1) * x) ^ 3

/-- The real power `(c - 1) ^ (1 / 3)`; for `c ≥ 1` this is the cube root of `c - 1`. -/
def affinityRoot (c : ℝ) : ℝ := (c - 1) ^ (1 / 3 : ℝ)

/-- The number `(b - 1) / b ^ 2`, where `b` is `affinityRoot c`. -/
def inflectionPressure (c : ℝ) : ℝ := (affinityRoot c - 1) / affinityRoot c ^ 2

lemma denom_pos {c x : ℝ} (hc : 0 < c) (h0 : 0 ≤ x) (h1 : x < 1) :
    0 < 1 + (c - 1) * x := by
  nlinarith [mul_nonneg hc.le h0]

/-- Away from its poles the BET isotherm has slope `betSlope`. -/
theorem bet_hasDerivAt {c x : ℝ} (h1 : 1 - x ≠ 0) (h2 : 1 + (c - 1) * x ≠ 0) :
    HasDerivAt (bet c) (betSlope c x) x := by
  have hn : HasDerivAt (fun y : ℝ => c * y) c x :=
    ((hasDerivAt_id' x).const_mul c).congr_deriv (mul_one _)
  have hA : HasDerivAt (fun y : ℝ => 1 - y) (-1) x := (hasDerivAt_id' x).const_sub 1
  have hB : HasDerivAt (fun y : ℝ => 1 + (c - 1) * y) (c - 1) x :=
    (((hasDerivAt_id' x).const_mul (c - 1)).const_add 1).congr_deriv (mul_one _)
  have h := hn.fun_div (hA.fun_mul hB) (mul_ne_zero h1 h2)
  refine h.congr_deriv ?_
  simp only [betSlope]
  rw [div_add_div _ _ (pow_ne_zero 2 h1) (pow_ne_zero 2 h2),
    div_eq_div_iff (pow_ne_zero 2 (mul_ne_zero h1 h2))
      (mul_ne_zero (pow_ne_zero 2 h1) (pow_ne_zero 2 h2))]
  ring

/-- Away from the poles the slope of the BET isotherm changes at the rate `betCurvature`. -/
theorem betSlope_hasDerivAt {c x : ℝ} (h1 : 1 - x ≠ 0) (h2 : 1 + (c - 1) * x ≠ 0) :
    HasDerivAt (betSlope c) (betCurvature c x) x := by
  have hA : HasDerivAt (fun y : ℝ => 1 - y) (-1) x := (hasDerivAt_id' x).const_sub 1
  have hB : HasDerivAt (fun y : ℝ => 1 + (c - 1) * y) (c - 1) x :=
    (((hasDerivAt_id' x).const_mul (c - 1)).const_add 1).congr_deriv (mul_one _)
  have hA2 : HasDerivAt (fun y : ℝ => (1 - y) ^ 2) (-(2 * (1 - x))) x :=
    (hA.fun_pow 2).congr_deriv (by norm_num)
  have hB2 : HasDerivAt (fun y : ℝ => (1 + (c - 1) * y) ^ 2)
      (2 * (1 + (c - 1) * x) * (c - 1)) x :=
    (hB.fun_pow 2).congr_deriv (by norm_num)
  have h3 : HasDerivAt (fun y : ℝ => 1 / (1 - y) ^ 2) (2 / (1 - x) ^ 3) x :=
    ((hasDerivAt_const x (1 : ℝ)).fun_div hA2 (pow_ne_zero 2 h1)).congr_deriv (by
      rw [div_eq_div_iff (pow_ne_zero 2 (pow_ne_zero 2 h1)) (pow_ne_zero 3 h1)]
      ring)
  have h4 : HasDerivAt (fun y : ℝ => (c - 1) / (1 + (c - 1) * y) ^ 2)
      (-(2 * (c - 1) ^ 2) / (1 + (c - 1) * x) ^ 3) x :=
    ((hasDerivAt_const x (c - 1)).fun_div hB2 (pow_ne_zero 2 h2)).congr_deriv (by
      rw [div_eq_div_iff (pow_ne_zero 2 (pow_ne_zero 2 h2)) (pow_ne_zero 3 h2)]
      ring)
  exact (h3.fun_add h4).congr_deriv (by simp only [betCurvature]; ring)

/-- For `c > 0` and `0 ≤ x < 1` the second derivative of the BET isotherm is `betCurvature`. -/
theorem bet_deriv2 {c x : ℝ} (hc : 0 < c) (h0 : 0 ≤ x) (hx : x < 1) :
    deriv (deriv (bet c)) x = betCurvature c x := by
  have h1 : 1 - x ≠ 0 := (sub_pos.2 hx).ne'
  have h2 := (denom_pos hc h0 hx).ne'
  have ev : deriv (bet c) =ᶠ[𝓝 x] betSlope c := by
    have e1 : ∀ᶠ y in 𝓝 x, 1 - y ≠ 0 :=
      (by fun_prop : Continuous fun y : ℝ => 1 - y).continuousAt.eventually_ne h1
    have e2 : ∀ᶠ y in 𝓝 x, 1 + (c - 1) * y ≠ 0 :=
      (by fun_prop : Continuous fun y : ℝ => 1 + (c - 1) * y).continuousAt.eventually_ne h2
    filter_upwards [e1, e2] with y a b
    exact (bet_hasDerivAt a b).deriv
  rw [ev.deriv_eq]
  exact (betSlope_hasDerivAt h1 h2).deriv

lemma affinityRoot_spec {c : ℝ} (hc : 2 < c) :
    1 < affinityRoot c ∧ affinityRoot c ^ 3 = c - 1 := by
  constructor
  · exact Real.one_lt_rpow (by linarith) (by norm_num)
  · rw [affinityRoot, ← Real.rpow_natCast, ← Real.rpow_mul (by linarith)]
    norm_num

lemma affinityRoot_eq_two {c : ℝ} (hc : 2 < c) : affinityRoot c = 2 ↔ c = 9 := by
  obtain ⟨h1, h3⟩ := affinityRoot_spec hc
  constructor
  · intro h
    rw [h] at h3
    linarith
  · intro h
    have hz : (affinityRoot c - 2) * (affinityRoot c ^ 2 + 2 * affinityRoot c + 4) = 0 := by
      linear_combination h3 + h
    rcases mul_eq_zero.1 hz with h' | h'
    · linarith
    · nlinarith

/-- For `b > 1`, `c - 1 = b ^ 3` and `0 ≤ x < 1`, the value `betCurvature c x` is a positive number
times the signed difference `x - (b - 1) / b ^ 2`. -/
theorem curvature_factor {b c x : ℝ} (hb1 : 1 < b) (hb : b ^ 3 = c - 1)
    (h0 : 0 ≤ x) (hx : x < 1) :
    ∃ K, 0 < K ∧ betCurvature c x = K * (x - (b - 1) / b ^ 2) := by
  have hb0 : 0 < b := by linarith
  have hc : 0 < c := by nlinarith [pow_pos hb0 3]
  obtain ⟨P, hP⟩ : ∃ P, P = 1 - x := ⟨_, rfl⟩
  obtain ⟨B, hB⟩ : ∃ B, B = 1 + (c - 1) * x := ⟨_, rfl⟩
  have hP0 : 0 < P := by linarith
  have hB0 : 0 < B := hB ▸ denom_pos hc h0 hx
  have hs : (b - 1) / b ^ 2 * b ^ 2 = b - 1 := div_mul_cancel₀ _ (by positivity)
  have key : B - b ^ 2 * P = (b + 1) * b ^ 2 * (x - (b - 1) / b ^ 2) := by
    rw [hB, hP, ← hb]
    linear_combination (b + 1) * hs
  refine ⟨2 * ((b + 1) * b ^ 2) * (B ^ 2 + B * (b ^ 2 * P) + (b ^ 2 * P) ^ 2)
    / (P ^ 3 * B ^ 3), by positivity, ?_⟩
  -- the numerator is a difference of two cubes
  calc betCurvature c x
      = 2 * (B - b ^ 2 * P) * (B ^ 2 + B * (b ^ 2 * P) + (b ^ 2 * P) ^ 2)
        / (P ^ 3 * B ^ 3) := by
        rw [betCurvature, ← hP, ← hB, ← hb,
          div_sub_div _ _ (pow_pos hP0 3).ne' (pow_pos hB0 3).ne']
        congr 1
        ring
    _ = _ := by rw [key]; ring

/-- For `c > 2` and `0 ≤ x < 1`, the second derivative of the BET isotherm at `x` is negative, zero
or positive exactly when `x` is below, at or above `inflectionPressure c`. -/
theorem curvature_sign {c x : ℝ} (hc : 2 < c) (h0 : 0 ≤ x) (hx : x < 1) :
    (deriv (deriv (bet c)) x < 0 ↔ x < inflectionPressure c) ∧
    (deriv (deriv (bet c)) x = 0 ↔ x = inflectionPressure c) ∧
    (0 < deriv (deriv (bet c)) x ↔ inflectionPressure c < x) := by
  obtain ⟨h1, h3⟩ := affinityRoot_spec hc
  obtain ⟨K, hK, h⟩ : ∃ K, 0 < K ∧ betCurvature c x = K * (x - inflectionPressure c) :=
    curvature_factor h1 h3 h0 hx
  rw [bet_deriv2 (by linarith) h0 hx, h]
  refine ⟨⟨fun hn => ?_, fun hl => mul_neg_of_pos_of_neg hK (sub_neg.2 hl)⟩, ?_,
    (mul_pos_iff_of_pos_left hK).trans sub_pos⟩
  · by_contra hl
    linarith [mul_nonneg hK.le (sub_nonneg.2 (not_lt.1 hl))]
  · simp [hK.ne', sub_eq_zero]

/-- For `c > 2` the inflection pressure is positive and at most one quarter of saturation;
it equals one quarter exactly when `c = 9`. -/
theorem inflectionPressure_bounds {c : ℝ} (hc : 2 < c) :
    0 < inflectionPressure c ∧ inflectionPressure c ≤ 1 / 4 ∧
    (inflectionPressure c = 1 / 4 ↔ c = 9) := by
  obtain ⟨h1, -⟩ := affinityRoot_spec hc
  have hb2 : 0 < affinityRoot c ^ 2 := pow_pos (by linarith) 2
  refine ⟨div_pos (by linarith) hb2, ?_, ?_⟩
  · rw [inflectionPressure, div_le_iff₀ hb2]
    nlinarith [sq_nonneg (affinityRoot c - 2)]
  · rw [← affinityRoot_eq_two hc, inflectionPressure, div_eq_iff hb2.ne']
    constructor
    · intro h
      have hz : (affinityRoot c - 2) ^ 2 = 0 := by linear_combination (-4) * h
      linarith [pow_eq_zero_iff (two_ne_zero) |>.1 hz]
    · intro h
      rw [h]
      norm_num

/-- For `c > 2` the loading at `inflectionPressure c` is `(b ^ 2 - 1) / (b ^ 2 - b + 1)` with `b`
the cube root of `c - 1`; it equals one monolayer exactly when `c = 9`. -/
theorem loading_at_inflection {c : ℝ} (hc : 2 < c) :
    bet c (inflectionPressure c) =
      (affinityRoot c ^ 2 - 1) / (affinityRoot c ^ 2 - affinityRoot c + 1) ∧
    (bet c (inflectionPressure c) = 1 ↔ c = 9) := by
  obtain ⟨h1, hb⟩ := affinityRoot_spec hc
  have hb2 : 0 < affinityRoot c ^ 2 := pow_pos (by linarith) 2
  have hD : 0 < affinityRoot c ^ 2 - affinityRoot c + 1 := by nlinarith
  have hx : inflectionPressure c * affinityRoot c ^ 2 = affinityRoot c - 1 :=
    div_mul_cancel₀ _ hb2.ne'
  have e1 : 1 - inflectionPressure c =
      (affinityRoot c ^ 2 - affinityRoot c + 1) / affinityRoot c ^ 2 := by
    rw [eq_div_iff hb2.ne']
    linear_combination -hx
  have e2 : 1 + (c - 1) * inflectionPressure c =
      affinityRoot c ^ 2 - affinityRoot c + 1 := by
    linear_combination affinityRoot c * hx - inflectionPressure c * hb
  have e3 : c * inflectionPressure c = (affinityRoot c ^ 2 - 1) *
      (affinityRoot c ^ 2 - affinityRoot c + 1) / affinityRoot c ^ 2 := by
    rw [eq_div_iff hb2.ne']
    linear_combination c * hx - (affinityRoot c - 1) * hb
  have hv : bet c (inflectionPressure c) =
      (affinityRoot c ^ 2 - 1) / (affinityRoot c ^ 2 - affinityRoot c + 1) := by
    rw [bet, e3, e1, e2, div_eq_div_iff (mul_pos (div_pos hD hb2) hD).ne' hD.ne']
    ring
  refine ⟨hv, ?_⟩
  rw [hv, div_eq_one_iff_eq hD.ne', ← affinityRoot_eq_two hc]
  constructor <;> intro h <;> linarith

/-- The BET isotherm with `c > 0` is convex on `0 ≤ x < 1` if and only if `c ≤ 2`. -/
theorem bet_convex_iff {c : ℝ} (hc : 0 < c) :
    ConvexOn ℝ (Set.Ico 0 1) (bet c) ↔ c ≤ 2 := by
  constructor
  · intro h
    by_contra hn
    have h2 : 2 < c := not_le.1 hn
    -- compare the loading at a small pressure t with half the loading at 2t
    obtain ⟨t, htd⟩ : ∃ t, t = (c - 2) / (6 * (c - 1)) := ⟨_, rfl⟩
    have hd : 0 < 6 * (c - 1) := by linarith
    have ht : t * (6 * (c - 1)) = c - 2 := by rw [htd]; exact div_mul_cancel₀ _ hd.ne'
    have t0 : 0 < t := by rw [htd]; exact div_pos (by linarith) hd
    have t1 : t < 1 / 6 := by rw [htd, div_lt_iff₀ hd]; linarith
    have k : bet c t ≤ bet c (2 * t) / 2 := by
      have q := h.2 (show (0 : ℝ) ∈ Set.Ico (0 : ℝ) 1 from ⟨le_rfl, one_pos⟩)
        (show 2 * t ∈ Set.Ico (0 : ℝ) 1 from ⟨by linarith, by linarith⟩)
        (show (0 : ℝ) ≤ 1 / 2 by norm_num) (show (0 : ℝ) ≤ 1 / 2 by norm_num) (by norm_num)
      have e : (1 / 2 : ℝ) • (0 : ℝ) + (1 / 2 : ℝ) • (2 * t) = t := by
        simp only [smul_eq_mul]; ring
      have z : bet c 0 = 0 := by simp [bet]
      rw [e, z] at q
      simp only [smul_eq_mul] at q
      linarith
    have e2 : bet c (2 * t) / 2 = c * t / ((1 - 2 * t) * (1 + (c - 1) * (2 * t))) := by
      unfold bet; ring
    have p1 : 0 < (1 - t) * (1 + (c - 1) * t) :=
      mul_pos (by linarith) (denom_pos hc t0.le (by linarith))
    have p2 : 0 < (1 - 2 * t) * (1 + (c - 1) * (2 * t)) :=
      mul_pos (by linarith) (denom_pos hc (by linarith) (by linarith))
    rw [e2, bet, div_le_div_iff₀ p1 p2] at k
    have k' := le_of_mul_le_mul_left k (mul_pos hc t0)
    have e3 : (c - 2) * t = 6 * ((c - 1) * t ^ 2) := by linear_combination -t * ht
    have e4 : 0 < (c - 1) * t ^ 2 := mul_pos (by linarith) (pow_pos t0 2)
    nlinarith
  · intro h2
    refine convexOn_of_hasDerivWithinAt2_nonneg (f' := betSlope c) (f'' := betCurvature c)
      (convex_Ico 0 1) ?_ ?_ ?_ ?_
    · intro x hx
      exact (bet_hasDerivAt (sub_pos.2 hx.2).ne'
        (denom_pos hc hx.1 hx.2).ne').continuousAt.continuousWithinAt
    · intro x hx
      have hx' := interior_subset hx
      exact (bet_hasDerivAt (sub_pos.2 hx'.2).ne'
        (denom_pos hc hx'.1 hx'.2).ne').hasDerivWithinAt
    · intro x hx
      have hx' := interior_subset hx
      exact (betSlope_hasDerivAt (sub_pos.2 hx'.2).ne'
        (denom_pos hc hx'.1 hx'.2).ne').hasDerivWithinAt
    · intro x hx
      have hx' := interior_subset hx
      have hP : 0 < 1 - x := sub_pos.2 hx'.2
      have hPB : 1 - x ≤ 1 + (c - 1) * x := by nlinarith [mul_nonneg hc.le hx'.1]
      have ha : 2 * (c - 1) ^ 2 ≤ 2 := by nlinarith
      exact sub_nonneg.2 (div_le_div₀ (by norm_num) ha (pow_pos hP 3)
        (pow_le_pow_left₀ hP.le hPB 3))

/-- Shape of the BET curve for `c > 0`: it is convex on `0 ≤ x < 1` if and only if `c ≤ 2`,
and for `c > 2` its second derivative has exactly one zero in `0 < x < 1`. -/
theorem bet_shape {c : ℝ} (hc : 0 < c) :
    (ConvexOn ℝ (Set.Ico 0 1) (bet c) ↔ c ≤ 2) ∧
    (2 < c → ∃! x, x ∈ Set.Ioo (0 : ℝ) 1 ∧ deriv (deriv (bet c)) x = 0) := by
  refine ⟨bet_convex_iff hc, fun h2 => ?_⟩
  obtain ⟨p0, p1, -⟩ := inflectionPressure_bounds h2
  have p2 : inflectionPressure c < 1 := by linarith
  refine ⟨inflectionPressure c, ⟨⟨p0, p2⟩, (curvature_sign h2 p0.le p2).2.1.2 rfl⟩, ?_⟩
  rintro y ⟨hy, hz⟩
  exact (curvature_sign h2 hy.1.le hy.2).2.1.1 hz

end

end BETCurveShape
```

```lean
#print axioms BETCurveShape.loading_at_inflection
#print axioms BETCurveShape.bet_shape
```

```
'BETCurveShape.loading_at_inflection' depends on axioms: [propext, Classical.choice, Quot.sound]
'BETCurveShape.bet_shape' depends on axioms: [propext, Classical.choice, Quot.sound]
```

## How the proof follows the calculation

`denom_pos` supplies B > 0. `bet_hasDerivAt` applies the quotient rule to the original formula instead of using partial fractions, and `betSlope_hasDerivAt` applies it to each of the two terms of v′; clearing denominators and calling `ring` then confirms the closed forms. `bet_deriv2` joins the two steps. To differentiate v′ at x, one must know v′ near x and not only at x, so the proof first shows that both denominators stay nonzero in a neighbourhood.

`affinityRoot_spec` gives b > 1 and b³ = c − 1, and `affinityRoot_eq_two` translates b = 2 into c = 9. `curvature_factor` is the difference of cubes: its `key` equation is the linear factor above, and everything else is gathered into a positive number `K`. `curvature_sign` reads off the three sign statements from K(x − x₀).

In `inflectionPressure_bounds`, the square (b − 2)² enters as a hint to `nlinarith`. `loading_at_inflection` computes P, B and c x₀ separately as `e1`, `e2` and `e3`, then substitutes them into the original quotient.

`bet_convex_iff` treats its two directions differently. For c > 2 it applies the definition of convexity to the points 0 and 2t with equal weights, and `nlinarith` finds the contradiction; no derivative is needed. For c ≤ 2 it uses Mathlib's criterion `convexOn_of_hasDerivWithinAt2_nonneg`, with the comparison of the two fractions done by `div_le_div₀`.

Finally, `bet_shape` offers x₀ as the zero and obtains uniqueness from the middle statement of `curvature_sign`.

## The same argument for the GAB isotherm

The GAB isotherm replaces x by k x in the BET formula, where the constant k > 0 adjusts the binding of the upper layers. Rescaling the axis preserves convexity, so the same argument by hand makes this curve convex on 0 ≤ x < 1/k exactly when c ≤ 2. For c > 2 its inflection sits at x₀/k, which is below saturation, x < 1, precisely when k > x₀.
